# A state of two spins ½ and a finite environment has singlet weight one exactly when it is the singlet times an environment state

In a finite spin model, once two spins ½ are found to have $\langle S^2\rangle = 0$ for their combined spin, the full density matrix equals the singlet projector times the reduced state of everything else, and expectation values of product operators in that state factorise between the pair and the rest. This is exact for any finite-dimensional environment, provided the singlet weight is exactly one. It is a statement about the state at one time: a Hamiltonian that couples one of the two spins to the environment can take the pair out of the singlet later.

```lean
import Mathlib

open Matrix
open scoped Kronecker ComplexOrder

namespace SingletMonogamy

noncomputable section

/-- Basis labels of two spins one half, with 0 for up and 1 for down. -/
abbrev Pair := Fin 2 × Fin 2

/-- The unnormalised singlet vector `|↑↓⟩ - |↓↑⟩`. -/
def singletVec : Pair → ℂ := fun p => !![0, 1; -1, 0] p.1 p.2

/-- The singlet projector `½ |s⟩⟨s|` with `s = |↑↓⟩ - |↓↑⟩`. -/
def singletProj : Matrix Pair Pair ℂ :=
  (1 / 2 : ℂ) • vecMulVec singletVec (star singletVec)

/-- The three Pauli matrices. -/
def pauli : Fin 3 → Matrix (Fin 2) (Fin 2) ℂ :=
  ![!![0, 1; 1, 0], !![0, -Complex.I; Complex.I, 0], !![1, 0; 0, -1]]

/-- Component `k` of the total spin `(σ ⊗ 1 + 1 ⊗ σ) / 2` of the pair, with `ħ = 1`. -/
def totalSpin (k : Fin 3) : Matrix Pair Pair ℂ :=
  (1 / 2 : ℂ) • (pauli k ⊗ₖ (1 : Matrix (Fin 2) (Fin 2) ℂ)
    + (1 : Matrix (Fin 2) (Fin 2) ℂ) ⊗ₖ pauli k)

/-- The squared total spin of the pair. -/
def totalSpinSq : Matrix Pair Pair ℂ := ∑ k, totalSpin k * totalSpin k

/-- The partial trace over the two spins, an operator on the environment. -/
def envState {n : Type*} (ρ : Matrix (Pair × n) (Pair × n) ℂ) : Matrix n n ℂ :=
  of fun i j => ∑ a, ρ (a, i) (a, j)

/-- The equal mixture of `|↑↑⟩ ⊗ |0⟩` and `|↓↓⟩ ⊗ |1⟩` for a two-level environment. -/
def tripletMix : Matrix (Pair × Fin 2) (Pair × Fin 2) ℂ :=
  diagonal fun p => if p.1.1 = p.2 ∧ p.1.2 = p.2 then 1 / 2 else 0

variable {n : Type*} [Fintype n] [DecidableEq n]

/-- A positive semidefinite `ρ` with zero weight `tr (ρ Q)` on an orthogonal projector `Q`
satisfies `ρ Q = 0`. -/
theorem mul_eq_zero_of_weight_zero {ι : Type*} [Fintype ι] (ρ Q : Matrix ι ι ℂ)
    (hρ : ρ.PosSemidef) (hH : Qᴴ = Q) (hI : Q * Q = Q) (h : trace (ρ * Q) = 0) :
    ρ * Q = 0 := by
  classical
  have hpos : ∀ j ∈ (Finset.univ : Finset ι),
      0 ≤ star (fun i => Q i j) ⬝ᵥ ρ *ᵥ (fun i => Q i j) :=
    fun j _ => hρ.dotProduct_mulVec_nonneg _
  -- the weight is the sum of the expectation values in the columns of `Q`
  have hsum : ∑ j, star (fun i => Q i j) ⬝ᵥ ρ *ᵥ (fun i => Q i j) = 0 := by
    have e : ∑ j, star (fun i => Q i j) ⬝ᵥ ρ *ᵥ (fun i => Q i j) = trace (Qᴴ * (ρ * Q)) := by
      simp only [trace, diag_apply, mul_apply, conjTranspose_apply, dotProduct, mulVec,
        Pi.star_apply]
    rw [e, trace_mul_comm, hH, Matrix.mul_assoc, hI, h]
  ext i j
  have hz := (Finset.sum_eq_zero_iff_of_nonneg hpos).mp hsum j (Finset.mem_univ j)
  exact congrFun ((hρ.dotProduct_mulVec_zero_iff _).mp hz) i

/-- The singlet projector is Hermitian, idempotent and of trace one. -/
theorem singletProj_props :
    singletProjᴴ = singletProj ∧ singletProj * singletProj = singletProj ∧
      trace singletProj = 1 := by
  refine ⟨?_, ?_, ?_⟩
  · ext ⟨a, b⟩ ⟨c, d⟩
    fin_cases a <;> fin_cases b <;> fin_cases c <;> fin_cases d <;>
      simp [singletProj, singletVec, vecMulVec_apply, conjTranspose_apply]
  · ext ⟨a, b⟩ ⟨c, d⟩
    fin_cases a <;> fin_cases b <;> fin_cases c <;> fin_cases d <;>
      simp [singletProj, singletVec, vecMulVec_apply, mul_apply, Fintype.sum_prod_type,
        Fin.sum_univ_two] <;> norm_num
  · simp [trace, singletProj, singletVec, vecMulVec_apply, Fintype.sum_prod_type,
      Fin.sum_univ_two]
    norm_num

/-- Any pair operator `Y` between two singlet projectors gives `tr (Ps Y)` times `Ps`. -/
theorem singlet_sandwich (Y : Matrix Pair Pair ℂ) :
    singletProj * Y * singletProj = trace (singletProj * Y) • singletProj := by
  ext ⟨a, b⟩ ⟨c, d⟩
  simp only [Matrix.mul_apply, Matrix.smul_apply, trace, diag_apply, smul_eq_mul]
  fin_cases a <;> fin_cases b <;> fin_cases c <;> fin_cases d <;>
    simp [singletProj, singletVec, vecMulVec_apply, Fintype.sum_prod_type,
      Fin.sum_univ_two] <;> ring

/-- Compressing an operator `X` on pair and environment by `Ps ⊗ 1` from both sides gives
`Ps` tensored with the partial trace of `(Ps ⊗ 1) X` over the pair. -/
theorem singlet_compress (X : Matrix (Pair × n) (Pair × n) ℂ) :
    singletProj ⊗ₖ (1 : Matrix n n ℂ) * X * singletProj ⊗ₖ (1 : Matrix n n ℂ)
      = singletProj ⊗ₖ envState (singletProj ⊗ₖ (1 : Matrix n n ℂ) * X) := by
  have hL : ∀ (a : Pair) (i : n) (q : Pair × n),
      (singletProj ⊗ₖ (1 : Matrix n n ℂ) * X) (a, i) q
        = ∑ c, singletProj a c * X (c, i) q := by
    intro a i q
    rw [mul_apply, Fintype.sum_prod_type]
    simp [one_apply]
  have hR : ∀ (Z : Matrix (Pair × n) (Pair × n) ℂ) (p : Pair × n) (b : Pair) (j : n),
      (Z * singletProj ⊗ₖ (1 : Matrix n n ℂ)) p (b, j)
        = ∑ d, Z p (d, j) * singletProj d b := by
    intro Z p b j
    rw [mul_apply, Fintype.sum_prod_type]
    simp [one_apply]
  ext ⟨a, i⟩ ⟨b, j⟩
  -- the rank-one identity applied to the block `(i, j)` of `X`
  have h := congrFun (congrFun (singlet_sandwich (of fun c d => X (c, i) (d, j))) a) b
  simp only [Matrix.mul_apply, Matrix.smul_apply, trace, diag_apply, of_apply,
    smul_eq_mul] at h
  rw [hR]
  simp only [kroneckerMap_apply, envState, of_apply, hL]
  exact h.trans (mul_comm _ _)

/-- A state of two spins and an environment has singlet weight one exactly when it is the
singlet projector tensored with its partial trace over the pair. -/
theorem singlet_weight_one_iff (ρ : Matrix (Pair × n) (Pair × n) ℂ) (hρ : ρ.PosSemidef)
    (ht : trace ρ = 1) :
    trace (ρ * singletProj ⊗ₖ (1 : Matrix n n ℂ)) = 1 ↔ ρ = singletProj ⊗ₖ envState ρ := by
  obtain ⟨hH, hI, -⟩ := singletProj_props
  constructor
  · intro h
    have hc := singlet_compress ρ
    obtain ⟨P, hP⟩ : ∃ P, P = singletProj ⊗ₖ (1 : Matrix n n ℂ) := ⟨_, rfl⟩
    have hPH : Pᴴ = P := by rw [hP, conjTranspose_kronecker, hH, conjTranspose_one]
    have hPP : P * P = P := by rw [hP, ← mul_kronecker_mul, hI, Matrix.one_mul]
    rw [← hP] at h hc
    -- no weight on the triplet sector, so `ρ` annihilates it
    have hQ : ρ * (1 - P) = 0 := by
      apply mul_eq_zero_of_weight_zero ρ _ hρ
      · rw [conjTranspose_sub, conjTranspose_one, hPH]
      · rw [mul_sub, mul_one, sub_mul, one_mul, hPP, sub_self, sub_zero]
      · rw [mul_sub, mul_one, trace_sub, ht, h, sub_self]
    have h1 : ρ * P = ρ := by
      rw [mul_sub, mul_one, sub_eq_zero] at hQ
      exact hQ.symm
    have h2 : P * ρ = ρ := by
      have := congrArg conjTranspose h1
      rwa [conjTranspose_mul, hPH, hρ.1.eq] at this
    rwa [h2, h1] at hc
  · intro h
    generalize envState ρ = R at h
    subst h
    rw [← mul_kronecker_mul, hI, Matrix.mul_one]
    exact ht

/-- The squared total spin of two spins one half equals `2 (1 - Ps)`. -/
theorem totalSpinSq_eq : totalSpinSq = (2 : ℂ) • (1 - singletProj) := by
  rw [totalSpinSq, Fin.sum_univ_three]
  ext ⟨a, b⟩ ⟨c, d⟩
  fin_cases a <;> fin_cases b <;> fin_cases c <;> fin_cases d <;>
    simp [totalSpin, pauli, singletProj, singletVec, vecMulVec_apply, mul_apply, one_apply,
      Fintype.sum_prod_type, Fin.sum_univ_two, Prod.ext_iff] <;>
    norm_num [Complex.ext_iff]

/-- The squared total spin of the pair has expectation value zero exactly when the state is
the singlet projector tensored with its partial trace over the pair. -/
theorem totalSpinSq_zero_iff (ρ : Matrix (Pair × n) (Pair × n) ℂ) (hρ : ρ.PosSemidef)
    (ht : trace ρ = 1) :
    trace (ρ * totalSpinSq ⊗ₖ (1 : Matrix n n ℂ)) = 0 ↔ ρ = singletProj ⊗ₖ envState ρ := by
  have e : totalSpinSq ⊗ₖ (1 : Matrix n n ℂ)
      = (2 : ℂ) • (1 - singletProj ⊗ₖ (1 : Matrix n n ℂ)) := by
    ext ⟨a, i⟩ ⟨b, j⟩
    by_cases hi : i = j <;> simp [totalSpinSq_eq, one_apply, hi]
  rw [e, Matrix.mul_smul, trace_smul, mul_sub, mul_one, trace_sub, ht, smul_eq_mul,
    ← singlet_weight_one_iff ρ hρ ht]
  constructor
  · intro h
    linear_combination (-1 / 2 : ℂ) * h
  · intro h
    linear_combination (-2 : ℂ) * h

/-- At singlet weight one the expectation value of `A ⊗ B`, with `A` on the pair and `B` on
the environment, is the product of the expectation values of `A` and of `B`. -/
theorem singlet_uncorrelated (ρ : Matrix (Pair × n) (Pair × n) ℂ) (hρ : ρ.PosSemidef)
    (ht : trace ρ = 1) (h : trace (ρ * singletProj ⊗ₖ (1 : Matrix n n ℂ)) = 1)
    (A : Matrix Pair Pair ℂ) (B : Matrix n n ℂ) :
    trace (ρ * A ⊗ₖ B) = trace (ρ * A ⊗ₖ (1 : Matrix n n ℂ))
      * trace (ρ * (1 : Matrix Pair Pair ℂ) ⊗ₖ B) := by
  have hT := singletProj_props.2.2
  have hd := (singlet_weight_one_iff ρ hρ ht).mp h
  generalize envState ρ = R at hd
  subst hd
  rw [trace_kronecker, hT, one_mul] at ht
  simp only [← mul_kronecker_mul, trace_kronecker, ht, hT, mul_one, one_mul]

/-- At singlet weight one the expectation value of a Pauli matrix on the first spin times any
operator on the environment vanishes. -/
theorem spin_env_correlator_zero (ρ : Matrix (Pair × n) (Pair × n) ℂ) (hρ : ρ.PosSemidef)
    (ht : trace ρ = 1) (h : trace (ρ * singletProj ⊗ₖ (1 : Matrix n n ℂ)) = 1)
    (k : Fin 3) (B : Matrix n n ℂ) :
    trace (ρ * (pauli k ⊗ₖ (1 : Matrix (Fin 2) (Fin 2) ℂ)) ⊗ₖ B) = 0 := by
  have h0 : trace (singletProj * pauli k ⊗ₖ (1 : Matrix (Fin 2) (Fin 2) ℂ)) = 0 := by
    fin_cases k <;>
      simp [trace, pauli, singletProj, singletVec, vecMulVec_apply, mul_apply, one_apply,
        Fintype.sum_prod_type, Fin.sum_univ_two]
  have hd := (singlet_weight_one_iff ρ hρ ht).mp h
  generalize envState ρ = R at hd
  subst hd
  rw [← mul_kronecker_mul, trace_kronecker, h0, zero_mul]

/-- The mixture `tripletMix` is a state with weight one on `1 - Ps` that is not a tensor
product of a pair operator and an environment operator. -/
theorem triplet_weight_one_not_product :
    tripletMix.PosSemidef ∧ trace tripletMix = 1 ∧
      trace (tripletMix * (1 - singletProj) ⊗ₖ (1 : Matrix (Fin 2) (Fin 2) ℂ)) = 1 ∧
      ∀ (A : Matrix Pair Pair ℂ) (B : Matrix (Fin 2) (Fin 2) ℂ), tripletMix ≠ A ⊗ₖ B := by
  refine ⟨?_, ?_, ?_, ?_⟩
  · refine posSemidef_diagonal_iff.mpr fun p => ?_
    try dsimp only
    split_ifs <;> norm_num [Complex.le_def]
  · norm_num [tripletMix, trace, Fintype.sum_prod_type, Fin.sum_univ_two]
  · norm_num [tripletMix, trace, diagonal_mul, singletProj, singletVec, vecMulVec_apply,
      Fintype.sum_prod_type, Fin.sum_univ_two]
  · intro A B h
    have e : ∀ a i, tripletMix (a, i) (a, i) = A a a * B i i := fun a i => by
      rw [h, kroneckerMap_apply]
    have h1 : A (0, 0) (0, 0) * B 0 0 = 1 / 2 := by rw [← e]; simp [tripletMix]
    have h2 : A (1, 1) (1, 1) * B 1 1 = 1 / 2 := by rw [← e]; simp [tripletMix]
    have h3 : A (0, 0) (0, 0) * B 1 1 = 0 := by rw [← e]; simp [tripletMix]
    have h4 : (1 / 4 : ℂ) = 0 := by
      linear_combination (A (1, 1) (1, 1) * B 0 0) * h3
        - (A (1, 1) (1, 1) * B 1 1) * h1 - (1 / 2 : ℂ) * h2
    norm_num at h4

end

end SingletMonogamy
```

```lean
#print axioms SingletMonogamy.singlet_weight_one_iff
#print axioms SingletMonogamy.totalSpinSq_zero_iff
#print axioms SingletMonogamy.spin_env_correlator_zero
#print axioms SingletMonogamy.triplet_weight_one_not_product
```

```
'SingletMonogamy.singlet_weight_one_iff' depends on axioms: [propext, Classical.choice, Quot.sound]
'SingletMonogamy.totalSpinSq_zero_iff' depends on axioms: [propext, Classical.choice, Quot.sound]
'SingletMonogamy.spin_env_correlator_zero' depends on axioms: [propext, Classical.choice, Quot.sound]
'SingletMonogamy.triplet_weight_one_not_product' depends on axioms: [propext, Classical.choice, Quot.sound]
```

## Singlet weight, partial trace and the product form

The pair has basis labels in `Pair`, two indices with 0 for up and 1 for down. The environment has basis labels in a finite type `n` with $N$ elements, so a state $\rho$ acts on $\mathbb{C}^2\otimes\mathbb{C}^2\otimes\mathbb{C}^N$. Its entries are $\rho_{(a,i),(b,j)}$, where $a,b$ (later also $c,d$) label the pair and $i,j$ the environment. The hypotheses `ρ.PosSemidef` and `trace ρ = 1` make $\rho$ a density matrix, pure or mixed, and `⊗ₖ` is the Kronecker product.

The vector `singletVec` is $|{\uparrow\downarrow}\rangle-|{\downarrow\uparrow}\rangle$, of squared norm 2. The factor ½ in `singletProj` compensates, so that $P_s=|s\rangle\langle s|$ with the normalised $|s\rangle=(|{\uparrow\downarrow}\rangle-|{\downarrow\uparrow}\rangle)/\sqrt2$. The partial trace over the pair, `envState`, is $(\mathrm{tr}_{\rm pair}X)_{ij}=\sum_a X_{(a,i),(a,j)}$. Write $P=P_s\otimes 1$ and $R=\mathrm{tr}_{\rm pair}\rho$.

The theorem `singlet_weight_one_iff` states that $\mathrm{tr}(\rho P)=1$ if and only if $\rho=P_s\otimes R$. The left side says that a measurement of the pair's total spin gives the singlet with certainty. With $\hbar=1$ and $\sigma_k$ the Pauli matrices ($k=0,1,2$ for $x,y,z$), `totalSpin k` is $S_k=\tfrac12(\sigma_k\otimes1+1\otimes\sigma_k)$ and `totalSpinSq` is $S^2=\sum_kS_k^2$. The theorem `totalSpinSq_zero_iff` gives $\mathrm{tr}(\rho\,(S^2\otimes1))=0$ as an equivalent criterion.

At weight one, `singlet_uncorrelated` gives $\langle A\otimes B\rangle=\langle A\otimes1\rangle\langle1\otimes B\rangle$, with $\langle X\rangle=\mathrm{tr}(\rho X)$, for all complex matrices $A$ on the pair and $B$ on the environment, Hermitian or not. The theorem `spin_env_correlator_zero` gives $\langle(\sigma_k\otimes1)\otimes B\rangle=0$ for the first spin. Finally, `triplet_weight_one_not_product` exhibits a state with weight one on the triplet projector $1-P_s$ that is not a product $A\otimes B$.

## Which systems the model describes

The two spins are distinguishable tensor factors, as on the sites of a Heisenberg model or in a register of qubits. The environment is any finite-dimensional remainder, such as other spins or a truncated bath; for $N=1$ the theorem says $\rho=P_s$. In a finite spin lattice it follows that two sites in a perfect singlet have no connected correlation with any other site. Electrons in orbitals of fluctuating occupation are not of this form, and the $S^2$ here belongs to the pair and not to the whole system. Infinite-dimensional baths are not covered. The result is the extreme case of monogamy of entanglement; quantitative monogamy inequalities trade partial entanglement between parties, and no bound for weight below one is proved here.

## From zero triplet weight to the product

**Zero weight.** Let $Q=Q^\dagger=Q^2$ have columns $q_j$, and let $\mathrm{tr}(\rho Q)=0$. Then
$$\sum_j q_j^\dagger\rho\,q_j=\mathrm{tr}(Q^\dagger\rho Q)=\mathrm{tr}(\rho QQ^\dagger)=\mathrm{tr}(\rho Q)=0 .$$
Every term is nonnegative, so every term vanishes. Since $q_j^\dagger\rho\,q_j=\|\rho^{1/2}q_j\|^2$, this gives $\rho q_j=0$ for each $j$, that is $\rho Q=0$. In `mul_eq_zero_of_weight_zero`, `hpos` is the nonnegativity, `hsum` is the displayed chain, `Finset.sum_eq_zero_iff_of_nonneg` isolates one term, and `dotProduct_mulVec_zero_iff` passes to $\rho q_j=0$.

**Rank one.** The matrix $P_s$ has entries $+\tfrac12$ on the diagonal at $\uparrow\downarrow$ and $\downarrow\uparrow$, $-\tfrac12$ between these two, and zero elsewhere. It is Hermitian and idempotent with trace one (`singletProj_props`). For any pair operator $Y$,
$$P_sYP_s=|s\rangle\langle s|Y|s\rangle\langle s|=\mathrm{tr}(P_sY)\,P_s ,$$
which `singlet_sandwich` checks on the sixteen entries by `fin_cases`.

**Blocks.** For an operator $X$ on the whole space and fixed $i,j$, define the $4\times4$ block $X^{(ij)}_{cd}=X_{(c,i),(d,j)}$. Multiplication by $P$ leaves $i$ and $j$ alone, so
$$(PXP)_{(a,i),(b,j)}=(P_sX^{(ij)}P_s)_{ab}=\mathrm{tr}(P_sX^{(ij)})\,(P_s)_{ab},$$
and $\mathrm{tr}(P_sX^{(ij)})=\sum_a(PX)_{(a,i),(a,j)}$. Hence $PXP=P_s\otimes\mathrm{tr}_{\rm pair}(PX)$. In `singlet_compress`, `hL` and `hR` give the left and right action of $P$ on entries, and `h` is the rank-one identity for the block.

**Assembly.** If $\mathrm{tr}(\rho P)=1$, then $Q=1-P$ is an orthogonal projector with $\mathrm{tr}(\rho Q)=1-1=0$, so $\rho Q=0$ (`hQ`) and $\rho P=\rho$ (`h1`). The adjoint of this equation is $P\rho=\rho$ (`h2`). The block identity with $X=\rho$ then reads $\rho=P_s\otimes R$, which is the step `rwa [h2, h1] at hc`. Conversely, if $\rho=P_s\otimes R$, then $\rho P=P_s^2\otimes R=\rho$, whose trace is one. For this direction `generalize` replaces $R$ by an arbitrary matrix, and positivity is not used.

## Total spin, correlators and the triplet

Since $\sigma_k^2=1$, $S_k^2=\tfrac12+\tfrac12\sigma_k\otimes\sigma_k$. The sum $\sum_k\sigma_k\otimes\sigma_k$ fixes $|{\uparrow\uparrow}\rangle$ and $|{\downarrow\downarrow}\rangle$, sends $|{\uparrow\downarrow}\rangle$ to $2|{\downarrow\uparrow}\rangle-|{\uparrow\downarrow}\rangle$, and acts on $|{\downarrow\uparrow}\rangle$ in the mirrored way; this is the matrix $1-4P_s$. Therefore $S^2=\tfrac32+\tfrac12(1-4P_s)=2(1-P_s)$, which `totalSpinSq_eq` confirms entry by entry. It follows that $\langle S^2\otimes1\rangle=2(1-\mathrm{tr}\,\rho P)$, and the two `linear_combination` steps of `totalSpinSq_zero_iff` convert one criterion into the other.

For $\rho=P_s\otimes R$, the rules `mul_kronecker_mul` and `trace_kronecker` give $\langle A\otimes B\rangle=\mathrm{tr}(P_sA)\,\mathrm{tr}(RB)$. From $\mathrm{tr}\rho=\mathrm{tr}P_s\,\mathrm{tr}R$ one has $\mathrm{tr}R=1$, so the two factors are $\langle A\otimes1\rangle$ and $\langle1\otimes B\rangle$. For $A=\sigma_k\otimes1$ the first factor vanishes (`h0`), because one spin of a singlet has reduced state $\tfrac12\,1$ and $\sigma_k$ is traceless.

The triplet projector has rank three, and the rank-one identity fails for it. The state `tripletMix` is diagonal with entries ½ at $(\uparrow\uparrow,0)$ and $(\downarrow\downarrow,1)$, where the diagonal of $P_s$ vanishes, so its triplet weight is one. If it were $A\otimes B$, then with $u=A_{\uparrow\uparrow,\uparrow\uparrow}$ and $v=A_{\downarrow\downarrow,\downarrow\downarrow}$ one would have $uB_{00}=\tfrac12$ (`h1`), $vB_{11}=\tfrac12$ (`h2`) and $uB_{11}=0$ (`h3`). Then $\tfrac14=(uB_{00})(vB_{11})=(uB_{11})(vB_{00})=0$, the contradiction `h4`.

## Numbers for a two-level environment

The following values are worked out directly and do not come from the Lean file. Take $N=2$, write $\sigma_x,\sigma_z$ for $\sigma_0,\sigma_2$, and let
$$R=\begin{pmatrix}3/4&1/4\\1/4&1/4\end{pmatrix},\qquad \rho=P_s\otimes R .$$
Here $\mathrm{tr}R=1$ and $\det R=\tfrac18>0$, so $\rho$ is a state. A typical entry is $\rho_{(\uparrow\downarrow,0),(\downarrow\uparrow,1)}=-\tfrac12\cdot\tfrac14=-\tfrac18$, and the partial trace returns $R_{01}=\tfrac18+\tfrac18=\tfrac14$. With $A=\sigma_z\otimes\sigma_z$ and $B=\sigma_x$, $\mathrm{tr}(P_sA)=-1$ and $\mathrm{tr}(RB)=\tfrac12$, so $\langle A\otimes B\rangle=-\tfrac12$.

Now lower the weight slightly. Let $|t\rangle=(|{\uparrow\downarrow}\rangle+|{\downarrow\uparrow}\rangle)/\sqrt2$ and $|\psi\rangle=\sqrt{0.99}\,|s\rangle|0\rangle+0.1\,|t\rangle|1\rangle$. The singlet weight is $0.99$ and $\langle S^2\otimes1\rangle=0.02$. The operator $\sigma_z\otimes1$ exchanges $|s\rangle$ and $|t\rangle$, while $\sigma_x$ on the environment exchanges $|0\rangle$ and $|1\rangle$. Each alone has expectation value zero, but their product has $2\cdot0.1\cdot\sqrt{0.99}\approx0.199$. In this state a triplet weight of $0.01$ goes with a spin–environment correlator about twenty times larger.
